# A symmetric perturbation grid keeps quadratic response out of the least-squares slope

A least-squares line is taken here to be a line whose sum of squared residuals is no larger than that of any other line, whatever the intercept and slope of the competitor. The familiar formulas for slope and intercept are then consequences of the definition and have to be derived.

The data come from linear-response calculations of the Hubbard $U$. A potential shift of strength $x$ is applied to the localised orbitals of one site, and the occupation $n(x)$ of that site is recorded for several values of $x$. The quantity wanted is the response $dn/dx$ at $x=0$, estimated by the slope of a fitted line. Suppose that over the range of the grid

$$n(x) = n_0 + c\,x + b\,x^2 + d\,x^3 ,$$

with real coefficients, so that $c$ is the response sought. Let $S$ be a finite set of real strengths that contains $-x$ whenever it contains $x$, and that has at least one nonzero element. Write $N$ for the number of strengths, $Q=\sum_{x\in S}x^2$ and $F=\sum_{x\in S}x^4$. Then there is exactly one least-squares line $a+mx$, and

$$a = n_0 + \frac{bQ}{N}, \qquad m = c + \frac{dF}{Q}.$$

The quadratic coefficient $b$ moves the intercept only. Within this cubic model, the error of the fitted response comes from $d$ alone.

## Completing the square in intercept and slope

If $f$ is odd, the relabelling $x\to -x$ maps $S$ onto itself and gives $\sum f(x)=\sum f(-x)=-\sum f(x)$, so $\sum f(x)=0$. In particular $\sum x=\sum x^3=0$.

For arbitrary data $y(x)$ the squared error is

$$E(a,m)=\sum_{x\in S}\bigl(y(x)-a-mx\bigr)^2
=\sum y^2-2a\sum y-2m\sum xy+Na^2+2am\sum x+m^2Q .$$

The cross term vanishes because $\sum x=0$. Define $a_0$ and $m_0$ by $Na_0=\sum y$ and $Qm_0=\sum xy$. The terms containing $a$ are $Na^2-2Naa_0=N(a-a_0)^2-Na_0^2$, those containing $m$ are $Qm^2-2Qmm_0=Q(m-m_0)^2-Qm_0^2$, and hence

$$E(a,m)=E(a_0,m_0)+N(a-a_0)^2+Q(m-m_0)^2 .$$

A nonzero strength makes both $N$ and $Q$ positive, so $(a_0,m_0)$ is the only minimiser.

For the cubic response the two sums are

$$\sum n(x)=Nn_0+c\sum x+bQ+d\sum x^3=Nn_0+bQ,$$

$$\sum x\,n(x)=n_0\sum x+cQ+b\sum x^3+dF=cQ+dF .$$

Division by $N$ and $Q$ gives the stated intercept and slope.

If every strength satisfies $|x|\le R$, then $x^4\le R^2x^2$ at each point, so $F\le R^2Q$ and $|m-c|\le |d|R^2$.

The smallest admissible grid is $\{-h,h\}$ with $h\neq0$. There $F/Q=h^2$, and the fitted slope is the central difference $[n(h)-n(-h)]/(2h)=c+dh^2$. Adding the unperturbed point $x=0$ changes neither $F$ nor $Q$, so the slope stays the same, while the intercept moves from $n_0+bh^2$ to $n_0+\tfrac23bh^2$.

## The grid, the response and the squared error in Lean

```lean
import Mathlib

namespace LinearResponseFit

noncomputable section
```

The perturbation strengths form a `Finset ℝ`. Each strength therefore occurs once, and all points carry equal weight in the fit.

```lean
/-- A set of perturbation strengths that contains `-x` whenever it contains `x`. -/
def SymmetricGrid (S : Finset ℝ) : Prop := ∀ x ∈ S, -x ∈ S
```

`SymmetricGrid S` is closure under sign change. It does not require $0$ to belong to the grid.

```lean
/-- The occupation as a cubic polynomial in the perturbation strength `x`. -/
def cubicResponse (n0 c b d x : ℝ) : ℝ := n0 + c * x + b * x ^ 2 + d * x ^ 3
```

The arguments of `cubicResponse` come in the order $n_0,c,b,d,x$. The cubic form is an assumption about the occupation; it is not obtained from an electronic-structure model.

```lean
/-- The sum of squared residuals of the line `a + m x` against the data `y` on the grid. -/
def sqError (S : Finset ℝ) (y : ℝ → ℝ) (a m : ℝ) : ℝ :=
  ∑ x ∈ S, (y x - (a + m * x)) ^ 2
```

Data are a function `y : ℝ → ℝ`, but only its values on `S` enter `sqError`. They may contain any scatter.

```lean
/-- The line `a + m x` has the smallest squared error among all lines. -/
def IsLeastSquaresLine (S : Finset ℝ) (y : ℝ → ℝ) (a m : ℝ) : Prop :=
  ∀ a' m', sqError S y a m ≤ sqError S y a' m'
```

`IsLeastSquaresLine` expresses the global minimum described at the start: the competitors `a'` and `m'` range over all real numbers.

## Odd sums and the positive second moment

```lean
/-- An odd function sums to zero over a symmetric grid. -/
theorem sum_odd_eq_zero {S : Finset ℝ} (hS : SymmetricGrid S) (f : ℝ → ℝ)
    (hf : ∀ x, f (-x) = -f x) : ∑ x ∈ S, f x = 0 := by
  -- relabel the grid by the sign change
  have h : ∑ x ∈ S, f x = ∑ x ∈ S, f (-x) :=
    Finset.sum_nbij' (fun x => -x) (fun x => -x) hS hS (by simp) (by simp) (by simp)
  have h' : ∑ x ∈ S, f (-x) = -∑ x ∈ S, f x := by
    rw [← Finset.sum_neg_distrib]
    exact Finset.sum_congr rfl (fun x _ => hf x)
  linarith
```

`Finset.sum_nbij'` carries out the relabelling $x\to-x$. The map is its own inverse, and `hS` serves for both directions. Oddness turns the relabelled sum into the negative of the original, and `linarith` concludes that it is zero.

```lean
/-- A grid with a nonzero perturbation strength has a positive sum of squares. -/
theorem sum_sq_pos {S : Finset ℝ} (h0 : ∃ x ∈ S, x ≠ 0) : 0 < ∑ x ∈ S, x ^ 2 := by
  obtain ⟨x, hx, hne⟩ := h0
  exact Finset.sum_pos' (fun x _ => sq_nonneg x) ⟨x, hx, by positivity⟩
```

This is $Q>0$: all terms are nonnegative, and the one from the nonzero strength is positive.

## The excess error of an arbitrary line

```lean
/-- On a symmetric grid, the squared error of any line exceeds that of a solution of the
normal equations by a weighted sum of squared deviations in intercept and slope. -/
theorem sqError_excess {S : Finset ℝ} (hS : SymmetricGrid S) (y : ℝ → ℝ) {a0 m0 : ℝ}
    (ha : (S.card : ℝ) * a0 = ∑ x ∈ S, y x)
    (hm : (∑ x ∈ S, x ^ 2) * m0 = ∑ x ∈ S, x * y x) (a m : ℝ) :
    sqError S y a m = sqError S y a0 m0 + (S.card : ℝ) * (a - a0) ^ 2
      + (∑ x ∈ S, x ^ 2) * (m - m0) ^ 2 := by
  have hX : ∑ x ∈ S, x = 0 := sum_odd_eq_zero hS (fun x => x) (fun _ => rfl)
  -- expand the squared error in the moments of the data
  have expand : ∀ p q : ℝ, sqError S y p q = ∑ x ∈ S, y x ^ 2 - 2 * p * ∑ x ∈ S, y x
      - 2 * q * ∑ x ∈ S, x * y x + (S.card : ℝ) * p ^ 2 + 2 * p * q * ∑ x ∈ S, x
      + q ^ 2 * ∑ x ∈ S, x ^ 2 := by
    intro p q
    have e : ∀ x, (y x - (p + q * x)) ^ 2 = y x ^ 2 - 2 * p * y x - 2 * q * (x * y x)
        + p ^ 2 + 2 * p * q * x + q ^ 2 * x ^ 2 := fun x => by ring
    have hlin : ∀ k : ℝ, ∑ x ∈ S, k * x = k * ∑ x ∈ S, x := by
      intro k
      rw [Finset.mul_sum]
    simp only [sqError, e, Finset.sum_add_distrib, Finset.sum_sub_distrib, hlin,
      ← Finset.mul_sum, Finset.sum_const, nsmul_eq_mul]
  rw [expand a m, expand a0 m0]
  linear_combination 2 * (a - a0) * ha + 2 * (m - m0) * hm + (2 * a * m - 2 * a0 * m0) * hX
```

The hypotheses `ha` and `hm` are the normal equations $Na_0=\sum y$ and $Qm_0=\sum xy$, already simplified by $\sum x=0$. The local statement `expand` is the expansion of $E$ derived above, for any intercept `p` and slope `q`. The final `linear_combination` completes the squares by adding suitable multiples of the two normal equations and of $\sum x=0$.

```lean
/-- On a symmetric grid with a nonzero strength, the least-squares line for any data has the
mean of the data as intercept and `∑ x y / ∑ x²` as slope. -/
theorem isLeastSquaresLine_iff {S : Finset ℝ} (hS : SymmetricGrid S)
    (h0 : ∃ x ∈ S, x ≠ 0) (y : ℝ → ℝ) (a m : ℝ) :
    IsLeastSquaresLine S y a m ↔
      a = (∑ x ∈ S, y x) / S.card ∧ m = (∑ x ∈ S, x * y x) / ∑ x ∈ S, x ^ 2 := by
  have hQ := sum_sq_pos h0
  have hN : (0 : ℝ) < S.card := by
    obtain ⟨x, hx, _⟩ := h0
    exact Nat.cast_pos.mpr (Finset.card_pos.mpr ⟨x, hx⟩)
  have key := sqError_excess hS y (mul_div_cancel₀ (∑ x ∈ S, y x) hN.ne')
    (mul_div_cancel₀ (∑ x ∈ S, x * y x) hQ.ne')
  constructor
  · intro h
    -- a minimiser has no excess error, so both deviations vanish
    have h1 := h ((∑ x ∈ S, y x) / S.card) ((∑ x ∈ S, x * y x) / ∑ x ∈ S, x ^ 2)
    rw [key a m] at h1
    have p1 := mul_nonneg hN.le (sq_nonneg (a - (∑ x ∈ S, y x) / S.card))
    have p2 := mul_nonneg hQ.le (sq_nonneg (m - (∑ x ∈ S, x * y x) / ∑ x ∈ S, x ^ 2))
    have z1 := (mul_eq_zero.mp (le_antisymm (by linarith) p1)).resolve_left hN.ne'
    have z2 := (mul_eq_zero.mp (le_antisymm (by linarith) p2)).resolve_left hQ.ne'
    exact ⟨sub_eq_zero.mp ((pow_eq_zero_iff two_ne_zero).mp z1),
      sub_eq_zero.mp ((pow_eq_zero_iff two_ne_zero).mp z2)⟩
  · rintro ⟨ha, hm⟩ a' m'
    rw [ha, hm, key a' m']
    have p1 := mul_nonneg hN.le (sq_nonneg (a' - (∑ x ∈ S, y x) / S.card))
    have p2 := mul_nonneg hQ.le (sq_nonneg (m' - (∑ x ∈ S, x * y x) / ∑ x ∈ S, x ^ 2))
    linarith
```

This theorem characterises the fit for arbitrary data on a symmetric grid. `key` is the excess formula with $a_0=\sum y/N$ and $m_0=\sum xy/Q$. In the forward direction, a minimiser is compared with $(a_0,m_0)$, which forces $N(a-a_0)^2+Q(m-m_0)^2\le0$. Both terms are nonnegative, so both vanish, and the positive factors can be removed. In the reverse direction, the same two terms show that no line has a smaller error than $(a_0,m_0)$.

## Slope and intercept for the cubic response

```lean
/-- For a cubic response on a symmetric grid with a nonzero strength, the least-squares slope is `c
+ d ∑ x⁴ / ∑ x²`, and the quadratic coefficient `b` enters only the intercept. -/
theorem cubic_fit_iff {S : Finset ℝ} (hS : SymmetricGrid S) (h0 : ∃ x ∈ S, x ≠ 0)
    (n0 c b d a m : ℝ) :
    IsLeastSquaresLine S (cubicResponse n0 c b d) a m ↔
      a = n0 + b * (∑ x ∈ S, x ^ 2) / S.card ∧
      m = c + d * (∑ x ∈ S, x ^ 4) / ∑ x ∈ S, x ^ 2 := by
  have hQ := sum_sq_pos h0
  have hN : (S.card : ℝ) ≠ 0 := by
    obtain ⟨x, hx, _⟩ := h0
    exact Nat.cast_ne_zero.mpr (Finset.card_pos.mpr ⟨x, hx⟩).ne'
  -- the odd moments of the grid vanish
  have h1 : ∀ k : ℝ, ∑ x ∈ S, k * x = 0 := fun k =>
    sum_odd_eq_zero hS (fun x => k * x) (fun x => by ring)
  have h3 : ∑ x ∈ S, x ^ 3 = 0 := sum_odd_eq_zero hS (fun x => x ^ 3) (fun x => by ring)
  have s1 : ∑ x ∈ S, cubicResponse n0 c b d x = S.card * n0 + b * ∑ x ∈ S, x ^ 2 := by
    simp only [cubicResponse, Finset.sum_add_distrib, ← Finset.mul_sum, Finset.sum_const,
      nsmul_eq_mul, h1, h3, mul_zero, add_zero]
  have s2 : ∑ x ∈ S, x * cubicResponse n0 c b d x
      = (∑ x ∈ S, x ^ 2) * c + d * ∑ x ∈ S, x ^ 4 := by
    have e : ∀ x, x * cubicResponse n0 c b d x
        = n0 * x + c * x ^ 2 + b * x ^ 3 + d * x ^ 4 := fun x => by
      unfold cubicResponse; ring
    simp only [e, Finset.sum_add_distrib, ← Finset.mul_sum, h1, h3]
    ring
  rw [isLeastSquaresLine_iff hS h0, s1, s2, add_div, add_div,
    mul_div_cancel_left₀ _ hN, mul_div_cancel_left₀ _ hQ.ne']
```

Read in words: on a symmetric grid with a nonzero strength, the line $a+mx$ is a least-squares fit to the cubic response if and only if $a=n_0+bQ/N$ and $m=c+dF/Q$. Because this is an equivalence, it supplies the fit as well as its uniqueness. The steps `s1` and `s2` are the sums $\sum n(x)$ and $\sum x\,n(x)$ from the derivation, with the odd moments removed by `h1` and `h3`. The last line inserts them into the general characterisation and cancels $N$ and $Q$.

## Even contributions of any order

```lean
/-- Adding any even function of the perturbation to the data leaves the least-squares slope on a
symmetric grid with a nonzero strength unchanged. -/
theorem slope_add_even {S : Finset ℝ} (hS : SymmetricGrid S) (h0 : ∃ x ∈ S, x ≠ 0)
    (y g : ℝ → ℝ) (hg : ∀ x, g (-x) = g x) {a m a' m' : ℝ}
    (h : IsLeastSquaresLine S y a m)
    (h' : IsLeastSquaresLine S (fun x => y x + g x) a' m') : m' = m := by
  have hodd : ∑ x ∈ S, x * g x = 0 :=
    sum_odd_eq_zero hS (fun x => x * g x) (fun x => by simp only [hg]; ring)
  rw [((isLeastSquaresLine_iff hS h0 _ _ _).mp h').2,
    ((isLeastSquaresLine_iff hS h0 _ _ _).mp h).2]
  simp only [mul_add, Finset.sum_add_distrib, hodd, add_zero]
```

The quadratic term is one example of an even contribution. If $g$ is even, then $x\,g(x)$ is odd and drops out of $\sum xy$. Two least-squares lines, one for $y$ and one for $y+g$, therefore have equal slopes, though their intercepts may differ. The data $y$ need not be polynomial.

## How large the cubic error can be

```lean
/-- On a symmetric grid with a nonzero strength, if all strengths are at most `R` in magnitude, the
fitted slope of a cubic response differs from the linear coefficient `c` by at most `|d| R²`. -/
theorem slope_error_le {S : Finset ℝ} (hS : SymmetricGrid S) (h0 : ∃ x ∈ S, x ≠ 0)
    {R : ℝ} (hR : ∀ x ∈ S, |x| ≤ R) {n0 c b d a m : ℝ}
    (h : IsLeastSquaresLine S (cubicResponse n0 c b d) a m) : |m - c| ≤ |d| * R ^ 2 := by
  have hQ := sum_sq_pos h0
  -- compare the fourth moment with the second, point by point
  have hF : ∑ x ∈ S, x ^ 4 ≤ R ^ 2 * ∑ x ∈ S, x ^ 2 := by
    rw [Finset.mul_sum]
    refine Finset.sum_le_sum (fun x hx => ?_)
    have hx2 : x ^ 2 ≤ R ^ 2 := sq_le_sq' (abs_le.mp (hR x hx)).1 (abs_le.mp (hR x hx)).2
    nlinarith [mul_le_mul_of_nonneg_right hx2 (sq_nonneg x)]
  have hF0 : 0 ≤ ∑ x ∈ S, x ^ 4 := Finset.sum_nonneg (fun x _ => by positivity)
  rw [((cubic_fit_iff hS h0 _ _ _ _ _ _).mp h).2, add_sub_cancel_left, mul_div_assoc,
    abs_mul, abs_of_nonneg (div_nonneg hF0 hQ.le)]
  exact mul_le_mul_of_nonneg_left ((div_le_iff₀ hQ).mpr hF) (abs_nonneg d)
```

`hF` is the comparison $F\le R^2Q$, made point by point. The slope formula from `cubic_fit_iff` then leaves $|d|\,F/Q$, which is at most $|d|R^2$. As the range of perturbations shrinks, this bound vanishes quadratically.

```lean
/-- On the three-point grid `{-h, 0, h}` the fitted slope of a cubic response is
`c + d h²`. -/
theorem three_point_slope {h : ℝ} (hh : h ≠ 0) {n0 c b d a m : ℝ}
    (hfit : IsLeastSquaresLine {-h, 0, h} (cubicResponse n0 c b d) a m) :
    m = c + d * h ^ 2 := by
  have hS : SymmetricGrid {-h, 0, h} := by
    intro x hx
    simp only [Finset.mem_insert, Finset.mem_singleton] at hx ⊢
    rcases hx with rfl | rfl | rfl <;> simp
  have hne : -h ≠ h := fun e => hh (by linarith)
  have s : ∀ f : ℝ → ℝ, ∑ x ∈ ({-h, 0, h} : Finset ℝ), f x = f (-h) + (f 0 + f h) := by
    intro f
    rw [Finset.sum_insert (by simp [hh, hne]), Finset.sum_pair hh.symm]
  have hm := ((cubic_fit_iff hS ⟨h, by simp, hh⟩ _ _ _ _ _ _).mp hfit).2
  simp only [s] at hm
  have hden : (-h) ^ 2 + (0 ^ 2 + h ^ 2) ≠ 0 := by
    have : 0 < h ^ 2 := by positivity
    nlinarith
  rw [hm, add_right_inj, div_eq_iff hden]
  ring
```

For three points the helper `s` writes each sum out as three terms, which gives $F=2h^4$ and $Q=2h^2$. The condition $h\ne0$ keeps the points distinct; the sign of $h$ is immaterial.

## A one-sided grid lets the curvature in

```lean
/-- On the asymmetric grid `{0, 1}` the least-squares line for a quadratic response has
intercept `n0` and slope `c + b`. -/
theorem asymmetric_fit_iff (n0 c b a m : ℝ) :
    IsLeastSquaresLine {0, 1} (cubicResponse n0 c b 0) a m ↔ a = n0 ∧ m = c + b := by
  have e : ∀ p q : ℝ, sqError {0, 1} (cubicResponse n0 c b 0) p q
      = (n0 - p) ^ 2 + (n0 + c + b - p - q) ^ 2 := by
    intro p q
    rw [sqError, Finset.sum_pair zero_ne_one]
    simp only [cubicResponse]
    ring
  constructor
  · intro h
    -- the line through both points has zero error
    have h1 := h n0 (c + b)
    rw [e, e] at h1
    have z1 : (n0 - a) ^ 2 = 0 := by
      nlinarith [sq_nonneg (n0 - a), sq_nonneg (n0 + c + b - a - m)]
    have z2 : (n0 + c + b - a - m) ^ 2 = 0 := by
      nlinarith [sq_nonneg (n0 - a), sq_nonneg (n0 + c + b - a - m)]
    have w1 := (pow_eq_zero_iff two_ne_zero).mp z1
    have w2 := (pow_eq_zero_iff two_ne_zero).mp z2
    exact ⟨by linarith, by linarith⟩
  · rintro ⟨rfl, rfl⟩ a' m'
    rw [e, e]
    nlinarith [sq_nonneg (a - a'), sq_nonneg (a + c + b - a' - m')]

end

end LinearResponseFit
```

With strengths $0$ and $1$ and no cubic term, the data are $n_0$ and $n_0+c+b$. A line through both points has zero error, and its slope is $c+b$. The proof writes the error as a sum of two squares, and a minimiser must make each of them zero. The whole quadratic coefficient now appears as an error in the response, so the symmetry of the grid matters in the main theorem.

```lean
#print axioms LinearResponseFit.isLeastSquaresLine_iff
#print axioms LinearResponseFit.slope_error_le
#print axioms LinearResponseFit.three_point_slope
#print axioms LinearResponseFit.asymmetric_fit_iff
```

```
'LinearResponseFit.isLeastSquaresLine_iff' depends on axioms: [propext, Classical.choice, Quot.sound]
'LinearResponseFit.slope_error_le' depends on axioms: [propext, Classical.choice, Quot.sound]
'LinearResponseFit.three_point_slope' depends on axioms: [propext, Classical.choice, Quot.sound]
'LinearResponseFit.asymmetric_fit_iff' depends on axioms: [propext, Classical.choice, Quot.sound]
```

## The fit in a linear-response calculation of $U$

In a single-site calculation, the occupations are fitted twice: once for the bare response, taken before the electrons rearrange self-consistently, and once for the converged response. With slopes $\chi_0$ and $\chi$, both nonzero, the interaction parameter is $U=\chi_0^{-1}-\chi^{-1}$. If both sets of occupations are cubic in $x$ over a symmetric grid, their quadratic coefficients do not reach $U$, while their cubic coefficients still can.

In a script, the step is a degree-one polynomial fit to strengths such as $-h,0,h$. Repeating it with $h/2$ reduces the cubic part of the slope error by a factor of four. The strength $h>0$ should not be made arbitrarily small, however: if each occupation is converged only to within $\varepsilon$, this alone can shift the three-point slope by as much as $\varepsilon/h$. A useful $h$ balances the two errors. The occupations should also belong to the same electronic state at every strength, since a jump between states is not described by one smooth cubic.
